# A nontrivial rotation symmetry of a three-dimensional lattice has a lattice vector along its axis and a lattice plane normal to it

Suppose that a crystal had a rotation symmetry whose axis met the lattice only at the origin. The axis could not then be labelled by three integers, and no unit cell could have an edge along it. If the plane normal to the axis held too few lattice vectors, no cell could have a face perpendicular to the axis either. For a rotation other than the identity, neither of these things happens.

Let $A$ be an invertible real $3\times 3$ matrix with columns $a_0,a_1,a_2$. The lattice $A\mathbb Z^3$ consists of the vectors $An$ with $n$ an integer column. Let $Q$ be a real $3\times3$ matrix with $Q^TQ=1$, $\det Q=1$ and $Q\neq 1$, where $1$ also denotes the identity matrix, and suppose that $Q$ sends every lattice vector to a lattice vector. Then there is a nonzero lattice vector $u$ with $Qu=u$, and there are two linearly independent lattice vectors orthogonal to $u$.

The identity has to be excluded because it preserves every lattice, including triclinic lattices in which no two nonzero vectors are orthogonal.

## The axis and its normal plane from lattice displacements

**The matrix $Q-1$ is singular.** Orthogonality gives
$$Q^T(Q-1)=1-Q^T=-(Q-1)^T .$$
Taking determinants in dimension three, with $\det Q^T=1$, gives $\det(Q-1)=(-1)^3\det(Q-1)$, so $\det(Q-1)=0$. A real fixed vector therefore exists, but it still has to be found in the lattice.

**The axis contains a lattice vector.** Each displacement $Qa_j-a_j$ is a difference of lattice vectors, hence a lattice vector, and so equals $Ap_j$ for some integer column $p_j$. With $P$ the integer matrix whose columns are the $p_j$,
$$(Q-1)A=AP .$$
Determinants give $0=\det A\,\det P$, so $\det P=0$. A singular integer matrix has a nonzero rational kernel vector, and clearing denominators makes it a nonzero integer vector $n$. Put $u=An$. Then $u\neq0$ because $A$ is invertible, and $(Q-1)u=APn=0$.

**Displacements are normal to the axis.** From $Qu=u$ we get $Q^Tu=Q^TQu=u$. For every $x$,
$$u\cdot(Qx-x)=(Q^Tu)\cdot x-u\cdot x=0 .$$

**Two displacements are independent.** The adjugate $\operatorname{adj}M$ is the transposed matrix of cofactors, with $M\operatorname{adj}M=(\det M)\,1$. Its trace is the sum of the principal $2\times2$ minors of $M$. Expanding these minors for $M=Q-1$ gives
$$\operatorname{tr}\operatorname{adj}(Q-1)=\operatorname{tr}\operatorname{adj}Q-2\operatorname{tr}Q+3=3-\operatorname{tr}Q,$$
since $\operatorname{adj}Q=Q^{-1}=Q^T$. If $\operatorname{adj}(Q-1)$ vanished, then $\operatorname{tr}Q=3$, and
$$\sum_{i,j}(Q_{ij}-\delta_{ij})^2=\operatorname{tr}(Q^TQ)-2\operatorname{tr}Q+3=6-2\operatorname{tr}Q=0$$
would force $Q=1$. So $\operatorname{adj}(Q-1)\neq0$.

Now let $B=(Q-1)A$, whose columns $b_j=Qa_j-a_j$ are the displacements. Since $\operatorname{adj}B=\operatorname{adj}A\,\operatorname{adj}(Q-1)$, we have $A\operatorname{adj}B=\det A\,\operatorname{adj}(Q-1)\neq0$, and so $\operatorname{adj}B\neq0$. The rows of $\operatorname{adj}B$ are $b_1\times b_2$, $b_2\times b_0$ and $b_0\times b_1$. One of these cross products is nonzero, and its two factors are independent lattice vectors orthogonal to $u$.

**Determinant $-1$.** If $\det Q=-1$ and $Q\neq-1$, the argument applies to $-Q$, which has determinant $1$, differs from the identity and preserves the same lattice. It yields $Qu=-u$. For a mirror reflection, $u$ is the mirror normal and the other two vectors lie in the mirror plane.

**Which rotation angles are possible.** The relation $(Q-1)A=AP$ also gives $Q=A(1+P)A^{-1}$, so $\operatorname{tr}Q=3+\operatorname{tr}P$ is an integer. A rotation through $\theta$ has trace $1+2\cos\theta$. Hence $2\cos\theta$ is one of $-2,-1,0,1,2$, and the order of the rotation is $1$, $2$, $3$, $4$ or $6$. The Lean development below treats the axis and the plane, and leaves this restriction on angles to the argument just given.

## Lattices and their symmetry operations in Lean

```lean
import Mathlib

open Matrix

namespace CrystalRotationAxis
```

Vectors are functions `Fin 3 → ℝ`, that is, Cartesian components numbered 0, 1, 2. The lattice is a set of such vectors.

```lean
/-- The lattice `A ℤ³`: all integer combinations of the columns of `A`. -/
def lattice (A : Matrix (Fin 3) (Fin 3) ℝ) : Set (Fin 3 → ℝ) :=
  {x | ∃ n : Fin 3 → ℤ, x = A *ᵥ fun i => (n i : ℝ)}
```

The product `A *ᵥ` applies the matrix to a column, here an integer column read as real numbers. The definition accepts any `A`; invertibility enters the theorems as the hypothesis `A.det ≠ 0`, which says that the cell has nonzero volume.

```lean
/-- The operation `Q` maps every vector of the lattice `A ℤ³` to a vector of the same lattice. -/
def Preserves (Q A : Matrix (Fin 3) (Fin 3) ℝ) : Prop :=
  ∀ x ∈ lattice A, Q *ᵥ x ∈ lattice A
```

`Preserves Q A` asks only that $Q$ map the lattice into itself. The operation is linear and fixes the origin. For a screw rotation or a glide reflection, $Q$ stands for the linear part, acting on the lattice of translations. The atoms within the cell do not appear.

The next two lemmas make the displacements $Qa_j-a_j$ lattice vectors. The first subtracts integer coordinates.

```lean
/-- The difference of two lattice vectors is a lattice vector. -/
theorem sub_mem_lattice {A : Matrix (Fin 3) (Fin 3) ℝ} {x y : Fin 3 → ℝ}
    (hx : x ∈ lattice A) (hy : y ∈ lattice A) : x - y ∈ lattice A := by
  obtain ⟨n, rfl⟩ := hx
  obtain ⟨m, rfl⟩ := hy
  refine ⟨fun i => n i - m i, ?_⟩
  ext k
  simp [Matrix.mulVec, dotProduct, mul_sub, Finset.sum_sub_distrib]
```

The second gives column $j$ the coordinates 1 in position $j$ and 0 elsewhere. Since `Aᵀ j` is row $j$ of the transpose, it is the basis vector $a_j$.

```lean
/-- Each column of `A` is a vector of the lattice `A ℤ³`. -/
theorem column_mem_lattice (A : Matrix (Fin 3) (Fin 3) ℝ) (j : Fin 3) :
    Aᵀ j ∈ lattice A := by
  refine ⟨fun i => if i = j then 1 else 0, ?_⟩
  ext k
  simp [Matrix.mulVec, dotProduct]
```

## The displacement matrix: zero determinant, nonzero adjugate

The identity `h` below is the one used by hand. Applying `det` to both sides and rewriting produces the factor $(-1)^3$, and `linarith` concludes.

```lean
/-- If `Q` is orthogonal with determinant 1 in three dimensions, then `Q - 1` is singular. -/
theorem det_sub_one {Q : Matrix (Fin 3) (Fin 3) ℝ} (hQ : Qᵀ * Q = 1) (hd : Q.det = 1) :
    (Q - 1).det = 0 := by
  have h : Qᵀ * (Q - 1) = -(Q - 1)ᵀ := by
    rw [mul_sub, hQ, mul_one, transpose_sub, transpose_one, neg_sub]
  have e := congrArg Matrix.det h
  rw [det_mul, det_transpose, det_neg, det_transpose, hd, Fintype.card_fin] at e
  linarith
```

The next lemma excludes a vanishing adjugate. Here `hadj` is $\operatorname{adj}Q=Q^T$ and `h3` is the trace formula, obtained from the explicit $3\times3$ adjugate. The diagonal entries of $Q^TQ=1$ are `h0`, `h1` and `h2`; combined with `h3`, they show in `hs` that the squared entries of $Q-1$ sum to zero. A sum of nonnegative terms that vanishes has only zero terms, so $Q=1$, contrary to hypothesis.

```lean
/-- If `Q` is orthogonal with determinant 1 and is not the identity, then the adjugate of
`Q - 1` is nonzero. -/
theorem adjugate_sub_one_ne_zero {Q : Matrix (Fin 3) (Fin 3) ℝ} (hQ : Qᵀ * Q = 1)
    (hd : Q.det = 1) (hne : Q ≠ 1) : adjugate (Q - 1) ≠ 0 := by
  intro hz
  apply hne
  have hadj : adjugate Q = Qᵀ := by
    calc adjugate Q = (Qᵀ * Q) * adjugate Q := by rw [hQ, one_mul]
      _ = Qᵀ := by rw [mul_assoc, mul_adjugate, hd, one_smul, mul_one]
  have ht : trace (adjugate Q) = trace Q := by rw [hadj, trace_transpose]
  -- the trace of the adjugate of Q - 1 is 3 - tr Q
  have h3 : trace (adjugate (Q - 1)) = 3 - trace Q := by
    simp [adjugate_fin_three, trace_fin_three] at ht ⊢
    linear_combination ht
  rw [hz, trace_zero, trace_fin_three] at h3
  have h0 := congrFun (congrFun hQ 0) 0
  have h1 := congrFun (congrFun hQ 1) 1
  have h2 := congrFun (congrFun hQ 2) 2
  simp [Matrix.mul_apply, Fin.sum_univ_three] at h0 h1 h2
  -- with trace 3, the squared entries of Q - 1 add up to zero
  have hs : ∑ i, ∑ j, (Q i j - (1 : Matrix (Fin 3) (Fin 3) ℝ) i j) ^ 2 = 0 := by
    simp [Fin.sum_univ_three, Matrix.one_apply]
    linear_combination h0 + h1 + h2 - 2 * h3
  have hi := (Finset.sum_eq_zero_iff_of_nonneg (by intros; positivity)).mp hs
  ext i j
  have hij := (Finset.sum_eq_zero_iff_of_nonneg (by intros; positivity)).mp
    (hi i (Finset.mem_univ i)) j (Finset.mem_univ j)
  exact sub_eq_zero.mp (pow_eq_zero_iff two_ne_zero |>.mp hij)
```

## Independent columns and orthogonal displacements

The passage from a nonzero adjugate to independent columns is argued by contradiction. If two columns $b_i,b_j$ have a nonzero cross product and $sb_i+tb_j=0$, then taking the cross product with $b_j$ on the right gives $s=0$, and with $b_i$ on the left gives $t=0$. These are `e1` and `e2`. So if no pair is independent, all the cross products vanish. Their components are, up to sign, the nine entries of the adjugate, which would then be zero.

```lean
/-- A 3 by 3 matrix with nonzero adjugate has two linearly independent columns. -/
theorem independent_columns {B : Matrix (Fin 3) (Fin 3) ℝ} (hB : adjugate B ≠ 0) :
    ∃ i j, LinearIndependent ℝ ![Bᵀ i, Bᵀ j] := by
  by_contra h
  -- otherwise all cross products of columns vanish
  have hc : ∀ i j, crossProduct (Bᵀ i) (Bᵀ j) = 0 := by
    intro i j
    by_contra hne
    refine h ⟨i, j, LinearIndependent.pair_iff.mpr fun s t hst => ?_⟩
    have e1 : s • crossProduct (Bᵀ i) (Bᵀ j) = 0 := by
      calc s • crossProduct (Bᵀ i) (Bᵀ j)
          = crossProduct (s • Bᵀ i + t • Bᵀ j) (Bᵀ j) := by simp [cross_self]
        _ = 0 := by rw [hst]; simp
    have e2 : t • crossProduct (Bᵀ i) (Bᵀ j) = 0 := by
      calc t • crossProduct (Bᵀ i) (Bᵀ j)
          = crossProduct (Bᵀ i) (s • Bᵀ i + t • Bᵀ j) := by simp [cross_self]
        _ = 0 := by rw [hst]; simp
    exact ⟨(smul_eq_zero.mp e1).resolve_right hne, (smul_eq_zero.mp e2).resolve_right hne⟩
  have c : ∀ i j, B 1 i * B 2 j - B 2 i * B 1 j = 0 ∧ B 2 i * B 0 j - B 0 i * B 2 j = 0 ∧
      B 0 i * B 1 j - B 1 i * B 0 j = 0 := by
    intro i j
    have e := hc i j
    rw [cross_apply] at e
    exact ⟨congrFun e 0, congrFun e 1, congrFun e 2⟩
  obtain ⟨a1, a2, a3⟩ := c 0 1
  obtain ⟨b1, b2, b3⟩ := c 0 2
  obtain ⟨d1, d2, d3⟩ := c 1 2
  apply hB
  rw [adjugate_fin_three]
  ext k l
  fin_cases k <;> fin_cases l <;> simp <;> linarith
```

For orthogonality, `h` expresses $Q^Tu=u$ as the row-vector equation `u ᵥ* Q = u`. The dot product `⬝ᵥ` with $Qx-x$ then cancels.

```lean
/-- If an orthogonal `Q` fixes `u`, then every displacement `Q x - x` is orthogonal to `u`. -/
theorem axis_orthogonal_displacement {Q : Matrix (Fin 3) (Fin 3) ℝ} (hQ : Qᵀ * Q = 1)
    {u : Fin 3 → ℝ} (hu : Q *ᵥ u = u) (x : Fin 3 → ℝ) : u ⬝ᵥ (Q *ᵥ x - x) = 0 := by
  have h : u ᵥ* Q = u := by
    calc u ᵥ* Q = Qᵀ *ᵥ u := (mulVec_transpose Q u).symm
      _ = Qᵀ *ᵥ (Q *ᵥ u) := by rw [hu]
      _ = u := by rw [mulVec_mulVec, hQ, one_mulVec]
  rw [dotProduct_sub, Matrix.dotProduct_mulVec, h, sub_self]
```

## The rotation axis theorem

The hypotheses `hQ`, `hd` and `hne` say that $Q$ is a proper rotation other than the identity, `hA` that $A$ is invertible, and `hL` that $Q$ preserves the lattice. The conclusion supplies a nonzero lattice vector `u` with `Q *ᵥ u = u`, and lattice vectors `v` and `w` that are linearly independent over the reals and orthogonal to `u`. It does not say that `u` is the shortest lattice vector on the axis, or that `v` and `w` generate all the lattice vectors in the plane.

```lean
/-- Let `Q ≠ 1` be orthogonal with determinant 1 and map the lattice `A ℤ³`, `A` invertible,
into itself. Then `Q` fixes a nonzero lattice vector `u`, and two linearly independent lattice
vectors are orthogonal to `u`. -/
theorem rotation_axis_and_plane {Q A : Matrix (Fin 3) (Fin 3) ℝ} (hQ : Qᵀ * Q = 1)
    (hd : Q.det = 1) (hne : Q ≠ 1) (hA : A.det ≠ 0) (hL : Preserves Q A) :
    ∃ u ∈ lattice A, u ≠ 0 ∧ Q *ᵥ u = u ∧
      ∃ v ∈ lattice A, ∃ w ∈ lattice A,
        LinearIndependent ℝ ![v, w] ∧ u ⬝ᵥ v = 0 ∧ u ⬝ᵥ w = 0 := by
  have hcol : ∀ j, ((Q - 1) * A)ᵀ j = Q *ᵥ Aᵀ j - Aᵀ j := by
    intro j
    ext i
    rw [sub_mul, one_mul]
    rfl
  have hmem : ∀ j, ((Q - 1) * A)ᵀ j ∈ lattice A := fun j => by
    rw [hcol]
    exact sub_mem_lattice (hL _ (column_mem_lattice A j)) (column_mem_lattice A j)
  -- in the lattice basis, Q - 1 is an integer matrix P
  obtain ⟨P, hP⟩ : ∃ P : Matrix (Fin 3) (Fin 3) ℤ,
      (Q - 1) * A = A * (Int.castRingHom ℝ).mapMatrix P := by
    have h : ∀ j, ∃ n : Fin 3 → ℤ, ((Q - 1) * A)ᵀ j = A *ᵥ fun i => (n i : ℝ) := hmem
    choose m hm using h
    refine ⟨Matrix.of fun i j => m j i, ?_⟩
    ext i j
    exact congrFun (hm j) i
  have hdet : P.det = 0 := by
    have e := congrArg Matrix.det hP
    rw [det_mul, det_mul, det_sub_one hQ hd, zero_mul, ← RingHom.map_det] at e
    have h3 : ((P.det : ℤ) : ℝ) = 0 := (mul_eq_zero.mp e.symm).resolve_left hA
    exact_mod_cast h3
  -- a singular integer matrix has an integer kernel vector: the axis
  obtain ⟨n, hn, hPn⟩ := Matrix.exists_mulVec_eq_zero_iff.mpr hdet
  have hker : (Int.castRingHom ℝ).mapMatrix P *ᵥ (fun i => (n i : ℝ)) = 0 := by
    ext i
    have h5 : (((P *ᵥ n) i : ℤ) : ℝ) = 0 := by rw [hPn]; simp
    simpa [Matrix.mulVec, dotProduct] using h5
  have hu : Q *ᵥ (A *ᵥ fun i => (n i : ℝ)) = A *ᵥ fun i => (n i : ℝ) := by
    have h6 : (Q - 1) *ᵥ (A *ᵥ fun i => (n i : ℝ)) = 0 := by
      rw [mulVec_mulVec, hP, ← mulVec_mulVec, hker, mulVec_zero]
    rw [sub_mulVec, one_mulVec] at h6
    exact sub_eq_zero.mp h6
  -- two independent displacements span the plane normal to the axis
  have hB : adjugate ((Q - 1) * A) ≠ 0 := by
    intro hz
    apply adjugate_sub_one_ne_zero hQ hd hne
    rw [adjugate_mul_distrib] at hz
    have h7 : A.det • adjugate (Q - 1) = 0 := by
      calc A.det • adjugate (Q - 1) = A * (adjugate A * adjugate (Q - 1)) := by
            rw [← mul_assoc, mul_adjugate, smul_mul_assoc, one_mul]
        _ = 0 := by rw [hz, mul_zero]
    exact (smul_eq_zero.mp h7).resolve_left hA
  obtain ⟨i, j, hij⟩ := independent_columns hB
  refine ⟨_, ⟨n, rfl⟩, ?_, hu, _, hmem i, _, hmem j, hij, ?_, ?_⟩
  · intro h0
    apply hn
    ext k
    have hk := congrFun (Matrix.eq_zero_of_mulVec_eq_zero hA h0) k
    have hk' : (n k : ℝ) = 0 := hk
    exact_mod_cast hk'
  · rw [hcol]
    exact axis_orthogonal_displacement hQ hu _
  · rw [hcol]
    exact axis_orthogonal_displacement hQ hu _
```

The proof first identifies the columns of $(Q-1)A$ with the displacements (`hcol`) and places them in the lattice (`hmem`). The command `choose` collects their integer coordinates, which form the matrix `P`. After `hdet` has shown that $\det P=0$, `Matrix.exists_mulVec_eq_zero_iff`, applied over the integers, provides `n` directly and does the work of clearing denominators. `hker` carries $Pn=0$ over to the reals, and `hu` concludes that $u=An$ is fixed.

`hB` transfers the nonzero adjugate from $Q-1$ to $(Q-1)A$, and `independent_columns` selects two displacements. The three closing bullets check that $u\neq0$, using the invertibility of $A$, and that both displacements are orthogonal to $u$.

For an ideal infinite lattice, $u$, $v$ and $w$ are the edges of a supercell with one edge perpendicular to the other two, a convenient shape for a slab calculation with its surface normal along the axis. This supercell can be larger than the smallest one of that shape.

## Mirrors and rotoinversions

For determinant $-1$ the excluded operation is the inversion `-1`, and the vector `u` is reversed instead of fixed.

```lean
/-- Let `Q ≠ -1` be orthogonal with determinant -1 and map the lattice `A ℤ³`, `A` invertible,
into itself. Then `Q` reverses a nonzero lattice vector `u`, and two linearly independent
lattice vectors are orthogonal to `u`. -/
theorem improper_axis_and_plane {Q A : Matrix (Fin 3) (Fin 3) ℝ} (hQ : Qᵀ * Q = 1)
    (hd : Q.det = -1) (hne : Q ≠ -1) (hA : A.det ≠ 0) (hL : Preserves Q A) :
    ∃ u ∈ lattice A, u ≠ 0 ∧ Q *ᵥ u = -u ∧
      ∃ v ∈ lattice A, ∃ w ∈ lattice A,
        LinearIndependent ℝ ![v, w] ∧ u ⬝ᵥ v = 0 ∧ u ⬝ᵥ w = 0 := by
  -- the operation -Q is a proper rotation of the same lattice
  have hQ' : (-Q)ᵀ * (-Q) = 1 := by rw [transpose_neg, neg_mul_neg, hQ]
  have hd' : (-Q).det = 1 := by
    rw [det_neg, hd, Fintype.card_fin]
    norm_num
  have hne' : -Q ≠ 1 := fun h => hne (neg_eq_iff_eq_neg.mp h)
  have hL' : Preserves (-Q) A := by
    intro x hx
    have h := sub_mem_lattice (sub_mem_lattice (hL x hx) (hL x hx)) (hL x hx)
    rw [sub_self, zero_sub] at h
    rw [neg_mulVec]
    exact h
  obtain ⟨u, hu, hu0, hfix, hplane⟩ := rotation_axis_and_plane hQ' hd' hne' hA hL'
  rw [neg_mulVec] at hfix
  exact ⟨u, hu, hu0, neg_eq_iff_eq_neg.mp hfix, hplane⟩

end CrystalRotationAxis
```

The proof checks the hypotheses of the rotation theorem for `-Q`. To show that $-Qx$ is a lattice vector, `hL'` writes it as $(Qx-Qx)-Qx$ and uses closure under subtraction twice. The equation $-Qu=u$ is then rearranged to $Qu=-u$, while the statement about the plane carries over unchanged.

```lean
#print axioms CrystalRotationAxis.rotation_axis_and_plane
#print axioms CrystalRotationAxis.improper_axis_and_plane
```

```
'CrystalRotationAxis.rotation_axis_and_plane' depends on axioms: [propext, Classical.choice, Quot.sound]
'CrystalRotationAxis.improper_axis_and_plane' depends on axioms: [propext, Classical.choice, Quot.sound]
```
